# Lumping a finite reversible Markov chain cannot raise its largest relaxation eigenvalue

## Can merged states relax too slowly?

A molecule hops among many small conformational states, and rare crossings between a few groups of them set the slow relaxation. I merge the states into blocks and build a coarse transition matrix from the equilibrium flux between blocks. I expect its relaxation eigenvalues never to exceed the largest one, $\lambda_2$, of the original reversible chain, so that merging can hide slow relaxation but not invent it. Can this be made rigorous and machine-checked, including the case of equality?

## A block eigenvector is a trial function for the full chain

Yes. Let $p_i>0$ be the equilibrium weights, $T$ the transition matrix with $\sum_j T_{ij}=1$ and $p_iT_{ij}=p_jT_{ji}$, and $b(i)$ the block of state $i$. Define

$$\langle f,g\rangle=\sum_i p_i f_i g_i,\qquad w_I=\sum_{b(i)=I}p_i,\qquad T^c_{IJ}=\frac{1}{w_I}\sum_{b(i)=I}\sum_{b(j)=J}p_iT_{ij}.$$

An observable is mean-zero if $\sum_i p_i f_i=0$. A relaxation eigenvalue is one with a nonzero mean-zero eigenvector, and $\lambda_2$ is the largest for $T$, which is taken to have at least two states.

**Variational bound.** Detailed balance gives $\langle f,Tg\rangle=\langle g,Tf\rangle$. On the mean-zero observables of unit length, a compact set, the quotient $\langle f,Tf\rangle/\langle f,f\rangle$ has a maximum $M$, attained at some $g$. Rescaling $f$ leaves the quotient unchanged, so $M$ bounds it for every nonzero mean-zero $f$.

Let $r=Tg-Mg$. It is mean-zero, because $\langle 1,Tg\rangle=\langle g,T1\rangle=\langle g,1\rangle=0$. With $c=M\langle r,r\rangle-\langle r,Tr\rangle\ge 0$, expansion gives

$$\langle g+tr,T(g+tr)\rangle-M\langle g+tr,g+tr\rangle=2t\langle r,r\rangle-t^2c.$$

The left side cannot be positive. If $r\ne0$, however, $t=\langle r,r\rangle/(c+1)$ makes the right side $t(\langle r,r\rangle+t)>0$. Hence $r=0$, $M$ is a relaxation eigenvalue, and $M\le\lambda_2$. Every mean-zero $f$ therefore obeys $\langle f,Tf\rangle\le\lambda_2\langle f,f\rangle$.

**Lifting.** Let $T^cF=\mu F$ with $F\neq0$ and $\sum_I w_IF_I=0$, and set $f_i=F_{b(i)}$. Grouping states by block gives

$$\sum_i p_if_i=\sum_Iw_IF_I=0,\qquad \langle f,f\rangle=\sum_Iw_IF_I^2>0,$$

$$\langle f,Tf\rangle=\sum_{I,J}F_IF_J\,w_IT^c_{IJ}=\sum_Iw_IF_I(T^cF)_I=\mu\langle f,f\rangle.$$

The variational bound now yields $\mu\le\lambda_2$.

**Equality.** If $\mu=\lambda_2$, then $f$ saturates the bound, and the residual argument gives $Tf=\lambda_2f$. Conversely, suppose that $Tf=\lambda_2f$ for a nonzero mean-zero $f$ that is constant on blocks. Averaging over block $I$ gives

$$w_I(T^cF)_I=\sum_{b(i)=I}p_i(Tf)_i=\lambda_2w_IF_I,$$

so $\lambda_2$ is also a coarse relaxation eigenvalue.

## What the Lean theorems say

`Reversible p T` collects positive weights, unit row sums and detailed balance. It requires neither normalised weights nor nonnegative entries of `T`, so stochastic matrices are a special case. `corr` is $\langle\cdot,\cdot\rangle$, while `blockWeight` and `coarse` are $w$ and $T^c$. Surjectivity of `b` means that no block is empty.

`RelaxationEigenvalue` demands a nonzero real eigenvector orthogonal to constants, under `p` for the chain and under `blockWeight p b` for the blocks. The `IsGreatest` hypothesis says that `l2` is itself such an eigenvalue and bounds all others. A one-state chain has none, so the hypothesis then fails.

`coarse_eigenvalue_le` states the inequality and the forward half of the equality case; `coarse_eigenvalue_of_lift` gives the converse for any eigenvalue.

It would be wrong to define `l2` as the largest eigenvalue different from 1. If the chain splits into two disconnected parts and these are the blocks, the coarse matrix is the identity and has relaxation eigenvalue 1. Orthogonality to constants handles this case correctly, since $\lambda_2=1$ there too.

```lean
import Mathlib

open Matrix

namespace CoarseMarkovSpectrum

noncomputable section

variable {n m : Type*} [Fintype n] [Fintype m] [DecidableEq m]

/-- The matrix `T` has unit row sums and obeys detailed balance for the positive weights `p`. -/
structure Reversible (p : n → ℝ) (T : Matrix n n ℝ) : Prop where
  pos : ∀ i, 0 < p i
  row_sum : ∀ i, ∑ j, T i j = 1
  balance : ∀ i j, p i * T i j = p j * T j i

/-- The equilibrium correlation of two observables, with weights `p`. -/
def corr (p f g : n → ℝ) : ℝ := ∑ i, p i * (f i * g i)

/-- `μ` is an eigenvalue of `T` with an eigenvector orthogonal to constants under `p`. -/
def RelaxationEigenvalue (p : n → ℝ) (T : Matrix n n ℝ) (μ : ℝ) : Prop :=
  ∃ f : n → ℝ, f ≠ 0 ∧ ∑ i, p i * f i = 0 ∧ T *ᵥ f = μ • f

/-- The total weight of block `I`, where `b` assigns each state to its block. -/
def blockWeight (p : n → ℝ) (b : n → m) (I : m) : ℝ := ∑ i with b i = I, p i

/-- The equilibrium flux from block `I` to block `J` in one step. -/
def blockFlux (p : n → ℝ) (T : Matrix n n ℝ) (b : n → m) (I J : m) : ℝ :=
  ∑ i with b i = I, ∑ j with b j = J, p i * T i j

/-- The coarse transition matrix: block flux divided by the weight of the initial block. -/
def coarse (p : n → ℝ) (T : Matrix n n ℝ) (b : n → m) : Matrix m m ℝ :=
  fun I J => blockFlux p T b I J / blockWeight p b I

/-- A nonzero observable has positive equilibrium correlation with itself. -/
theorem corr_self_pos {p f : n → ℝ} (hp : ∀ i, 0 < p i) (hf : f ≠ 0) : 0 < corr p f f := by
  obtain ⟨i, hi⟩ := Function.ne_iff.mp hf
  exact Finset.sum_pos' (fun j _ => mul_nonneg (hp j).le (mul_self_nonneg _))
    ⟨i, Finset.mem_univ i, mul_pos (hp i) (mul_self_pos.mpr hi)⟩

/-- Detailed balance makes the one-step time correlation symmetric in the two observables. -/
theorem corr_mulVec_comm {p : n → ℝ} {T : Matrix n n ℝ} (h : Reversible p T) (f g : n → ℝ) :
    corr p f (T *ᵥ g) = corr p g (T *ᵥ f) := by
  simp only [corr, Matrix.mulVec, dotProduct, Finset.mul_sum]
  refine Finset.sum_comm.trans
    (Finset.sum_congr rfl fun x _ => Finset.sum_congr rfl fun y _ => ?_)
  linear_combination (f y * g x) * h.balance y x

/-- If `μ` bounds the Rayleigh quotient of all mean-zero observables, a mean-zero observable
that attains the bound satisfies the eigenvalue equation. -/
theorem eigen_of_saturation {p : n → ℝ} {T : Matrix n n ℝ} (h : Reversible p T) {μ : ℝ}
    (hbd : ∀ f : n → ℝ, ∑ i, p i * f i = 0 → corr p f (T *ᵥ f) ≤ μ * corr p f f)
    {g : n → ℝ} (hg : ∑ i, p i * g i = 0) (hs : corr p g (T *ᵥ g) = μ * corr p g g) :
    T *ᵥ g = μ • g := by
  have hT : ∑ i, p i * (T *ᵥ g) i = ∑ i, p i * g i := by
    have h1 := corr_mulVec_comm h (fun _ => 1) g
    simpa only [corr, Matrix.mulVec, dotProduct, mul_one, one_mul, h.row_sum] using h1
  by_contra hne
  -- the residual r is again a mean-zero observable
  obtain ⟨r, hr⟩ : ∃ r, r = T *ᵥ g - μ • g := ⟨_, rfl⟩
  have hr0 : r ≠ 0 := by rw [hr]; exact sub_ne_zero.mpr hne
  have hrm : ∑ i, p i * r i = 0 := by
    have h2 : ∑ i, p i * r i = ∑ i, p i * (T *ᵥ g) i - μ * ∑ i, p i * g i := by
      rw [Finset.mul_sum, ← Finset.sum_sub_distrib]
      refine Finset.sum_congr rfl fun i _ => ?_
      rw [hr, Pi.sub_apply, Pi.smul_apply, smul_eq_mul]
      ring
    rw [h2, hT, hg]; ring
  have hrr : corr p r r = corr p r (T *ᵥ g) - μ * corr p r g := by
    unfold corr
    rw [Finset.mul_sum, ← Finset.sum_sub_distrib]
    refine Finset.sum_congr rfl fun i _ => ?_
    have h3 : r i = (T *ᵥ g) i - μ * g i := by rw [hr]; rfl
    linear_combination (p i * r i) * h3
  have hexp : ∀ (t : ℝ) (u v : n → ℝ), corr p (g + t • r) (u + t • v)
      = corr p g u + t * (corr p g v + corr p r u) + t ^ 2 * corr p r v := by
    intro t u v
    simp only [corr, Finset.mul_sum, ← Finset.sum_add_distrib, Pi.add_apply, Pi.smul_apply,
      smul_eq_mul]
    exact Finset.sum_congr rfl fun i _ => by ring
  have hcomm : corr p g r = corr p r g := Finset.sum_congr rfl fun i _ => by ring
  have hpos := corr_self_pos h.pos hr0
  obtain ⟨c, hc⟩ : ∃ c, c = μ * corr p r r - corr p r (T *ᵥ r) := ⟨_, rfl⟩
  have hc0 : 0 ≤ c := by have := hbd r hrm; linarith
  -- a small step along r would exceed the bound
  obtain ⟨t, ht⟩ : ∃ t, t = corr p r r / (c + 1) := ⟨_, rfl⟩
  have ht0 : 0 < t := by rw [ht]; positivity
  have hts : t * (c + 1) = corr p r r := by
    rw [ht]; exact div_mul_cancel₀ _ (by positivity)
  have hm : ∑ i, p i * (g + t • r) i = 0 := by
    have h4 : ∑ i, p i * (g + t • r) i = ∑ i, p i * g i + t * ∑ i, p i * r i := by
      rw [Finset.mul_sum, ← Finset.sum_add_distrib]
      refine Finset.sum_congr rfl fun i _ => ?_
      rw [Pi.add_apply, Pi.smul_apply, smul_eq_mul]
      ring
    rw [h4, hg, hrm]; ring
  have hb := hbd _ hm
  rw [Matrix.mulVec_add, Matrix.mulVec_smul, hexp, hexp, corr_mulVec_comm h g r, hcomm] at hb
  have hle : 2 * t * corr p r r - t ^ 2 * c ≤ 0 := by
    rw [hc]
    linear_combination hb - hs + 2 * t * hrr
  have heq : 2 * t * corr p r r - t ^ 2 * c = t * (corr p r r + t) := by
    linear_combination (-t) * hts
  have : 0 < t * (corr p r r + t) := by positivity
  linarith

/-- Variational principle: the largest relaxation eigenvalue bounds the one-step correlation
of every mean-zero observable relative to its variance. -/
theorem rayleigh_le {p : n → ℝ} {T : Matrix n n ℝ} (h : Reversible p T) {l2 : ℝ}
    (hl : IsGreatest {μ | RelaxationEigenvalue p T μ} l2) (f : n → ℝ)
    (hf : ∑ i, p i * f i = 0) : corr p f (T *ᵥ f) ≤ l2 * corr p f f := by
  by_cases hf0 : f = 0
  · subst hf0; simp [corr]
  let K : Set (n → ℝ) := Metric.sphere 0 1 ∩ {g | ∑ i, p i * g i = 0}
  have hK : IsCompact K :=
    (isCompact_sphere 0 1).inter_right (isClosed_eq (by fun_prop) continuous_const)
  have hne : ∀ g ∈ K, g ≠ 0 := by
    rintro g ⟨hg, _⟩ rfl
    simp at hg
  have hunit : ∀ g : n → ℝ, g ≠ 0 → ∑ i, p i * g i = 0 → ‖g‖⁻¹ • g ∈ K := by
    intro g hg hgm
    refine ⟨?_, ?_⟩
    · rw [mem_sphere_zero_iff_norm, norm_smul, norm_inv, norm_norm]
      exact inv_mul_cancel₀ (norm_ne_zero_iff.mpr hg)
    · change ∑ i, p i * (‖g‖⁻¹ * g i) = 0
      simp only [mul_left_comm (p _), ← Finset.mul_sum, hgm, mul_zero]
  have hcont : ContinuousOn (fun g => corr p g (T *ᵥ g) / corr p g g) K := by
    refine ContinuousOn.div (Continuous.continuousOn ?_) (Continuous.continuousOn ?_)
      fun g hg => (corr_self_pos h.pos (hne g hg)).ne'
    · simp only [corr, Matrix.mulVec, dotProduct]; fun_prop
    · simp only [corr]; fun_prop
  -- a maximiser of the Rayleigh quotient exists by compactness
  obtain ⟨g, hgK, hmax⟩ := hK.exists_isMaxOn ⟨_, hunit f hf0 hf⟩ hcont
  have hscale : ∀ (c : ℝ) (u v : n → ℝ), corr p (c • u) (c • v) = c ^ 2 * corr p u v := by
    intro c u v
    simp only [corr, Finset.mul_sum, Pi.smul_apply, smul_eq_mul]
    exact Finset.sum_congr rfl fun i _ => by ring
  have hbd : ∀ u : n → ℝ, ∑ i, p i * u i = 0 →
      corr p u (T *ᵥ u) ≤ corr p g (T *ᵥ g) / corr p g g * corr p u u := by
    intro u hu
    by_cases hu0 : u = 0
    · subst hu0; simp [corr]
    have h1 := isMaxOn_iff.mp hmax _ (hunit u hu0 hu)
    have hc : (‖u‖⁻¹) ^ 2 ≠ 0 := pow_ne_zero _ (inv_ne_zero (norm_ne_zero_iff.mpr hu0))
    simp only [Matrix.mulVec_smul, hscale] at h1
    rw [mul_div_mul_left _ _ hc] at h1
    exact (div_le_iff₀ (corr_self_pos h.pos hu0)).mp h1
  have hE := eigen_of_saturation h hbd hgK.2
    (div_mul_cancel₀ _ (corr_self_pos h.pos (hne g hgK)).ne').symm
  have hle := hl.2 ⟨g, hne g hgK, hgK.2, hE⟩
  exact (hbd f hf).trans (mul_le_mul_of_nonneg_right hle (corr_self_pos h.pos hf0).le)

/-- A block observable has the same weighted sum over blocks as over the underlying states. -/
theorem sum_block (p : n → ℝ) (b : n → m) (G : m → ℝ) :
    ∑ I, blockWeight p b I * G I = ∑ i, p i * G (b i) := by
  rw [← Finset.sum_fiberwise Finset.univ b (fun i => p i * G (b i))]
  refine Finset.sum_congr rfl fun I _ => ?_
  rw [blockWeight, Finset.sum_mul]
  exact Finset.sum_congr rfl fun i hi => by rw [(Finset.mem_filter.mp hi).2]

/-- The coarse matrix acts on a block observable by applying `T` to its lift and averaging
over each block; here both sides are multiplied by the block weight. -/
theorem coarse_mulVec (p : n → ℝ) (T : Matrix n n ℝ) (b : n → m) (F : m → ℝ) {I : m}
    (hw : blockWeight p b I ≠ 0) : blockWeight p b I * (coarse p T b *ᵥ F) I
      = ∑ i with b i = I, p i * (T *ᵥ (F ∘ b)) i := by
  have hcancel : ∀ x w y : ℝ, w ≠ 0 → w * (x / w * y) = x * y := by
    intro x w y h0; field_simp
  simp only [Matrix.mulVec, dotProduct, Finset.mul_sum, Function.comp_apply]
  calc _ = ∑ J, ∑ i with b i = I, ∑ j with b j = J, p i * (T i j * F (b j)) := by
        refine Finset.sum_congr rfl fun J _ => ?_
        rw [show coarse p T b I J = blockFlux p T b I J / blockWeight p b I from rfl,
          hcancel _ _ _ hw, blockFlux, Finset.sum_mul]
        refine Finset.sum_congr rfl fun i _ => ?_
        rw [Finset.sum_mul]
        refine Finset.sum_congr rfl fun j hj => ?_
        rw [(Finset.mem_filter.mp hj).2]; ring
    _ = _ := Finset.sum_comm.trans (Finset.sum_congr rfl fun i _ =>
        Finset.sum_fiberwise Finset.univ b (fun j => p i * (T i j * F (b j))))

/-- When no block is empty, every block weight is positive, and the one-step correlation of a block
observable is the same for the coarse matrix and for `T`. -/
theorem corr_coarse {p : n → ℝ} (hp : ∀ i, 0 < p i) (T : Matrix n n ℝ) {b : n → m}
    (hb : Function.Surjective b) (F : m → ℝ) : (∀ I, 0 < blockWeight p b I) ∧
      corr (blockWeight p b) F (coarse p T b *ᵥ F) = corr p (F ∘ b) (T *ᵥ (F ∘ b)) := by
  have hw : ∀ I, 0 < blockWeight p b I := fun I => by
    obtain ⟨i, hi⟩ := hb I
    exact Finset.sum_pos (fun j _ => hp j) ⟨i, by simp [hi]⟩
  refine ⟨hw, ?_⟩
  unfold corr
  rw [← Finset.sum_fiberwise Finset.univ b
    (fun i => p i * ((F ∘ b) i * (T *ᵥ (F ∘ b)) i))]
  refine Finset.sum_congr rfl fun I _ => ?_
  rw [mul_left_comm, coarse_mulVec p T b F (hw I).ne', Finset.mul_sum]
  refine Finset.sum_congr rfl fun i hi => ?_
  rw [Function.comp_apply, (Finset.mem_filter.mp hi).2]; ring

/-- Every relaxation eigenvalue of the coarse matrix is at most the largest relaxation eigenvalue
`l2` of `T`; it equals `l2` only if `T` has an `l2`-eigenvector that is constant on blocks and
orthogonal to constants. -/
theorem coarse_eigenvalue_le {p : n → ℝ} {T : Matrix n n ℝ} (h : Reversible p T) {b : n → m}
    (hb : Function.Surjective b) {l2 μ : ℝ}
    (hl : IsGreatest {μ | RelaxationEigenvalue p T μ} l2)
    (hμ : RelaxationEigenvalue (blockWeight p b) (coarse p T b) μ) :
    μ ≤ l2 ∧ (μ = l2 → ∃ F : m → ℝ, F ≠ 0 ∧ ∑ i, p i * F (b i) = 0 ∧
      T *ᵥ (F ∘ b) = l2 • (F ∘ b)) := by
  obtain ⟨F, hF, hm, hE⟩ := hμ
  obtain ⟨hw, hc⟩ := corr_coarse h.pos T hb F
  have hm' : ∑ i, p i * F (b i) = 0 := (sum_block p b F).symm.trans hm
  have hn : corr (blockWeight p b) F F = corr p (F ∘ b) (F ∘ b) :=
    sum_block p b (fun I => F I * F I)
  have hs : corr (blockWeight p b) F (μ • F) = μ * corr (blockWeight p b) F F := by
    simp only [corr, Finset.mul_sum, Pi.smul_apply, smul_eq_mul]
    exact Finset.sum_congr rfl fun i _ => by ring
  -- the lifted eigenvector is a trial function for the full chain
  rw [hE, hs, hn] at hc
  have hpos := corr_self_pos hw hF
  rw [hn] at hpos
  refine ⟨le_of_mul_le_mul_right (hc.trans_le (rayleigh_le h hl _ hm')) hpos, ?_⟩
  rintro rfl
  exact ⟨F, hF, hm', eigen_of_saturation h (rayleigh_le h hl) hm' hc.symm⟩

/-- If `T` has an eigenvector that is constant on blocks and orthogonal to constants, its
eigenvalue is also a relaxation eigenvalue of the coarse matrix. -/
theorem coarse_eigenvalue_of_lift {p : n → ℝ} {T : Matrix n n ℝ} (hp : ∀ i, 0 < p i)
    {b : n → m} (hb : Function.Surjective b) {μ : ℝ} {F : m → ℝ} (hF : F ≠ 0)
    (hm : ∑ i, p i * F (b i) = 0) (hE : T *ᵥ (F ∘ b) = μ • (F ∘ b)) :
    RelaxationEigenvalue (blockWeight p b) (coarse p T b) μ := by
  refine ⟨F, hF, (sum_block p b F).trans hm, funext fun I => ?_⟩
  have hw := ((corr_coarse hp T hb F).1 I).ne'
  apply mul_left_cancel₀ hw
  rw [coarse_mulVec p T b F hw, hE, blockWeight, Finset.sum_mul]
  refine Finset.sum_congr rfl fun i hi => ?_
  simp only [Pi.smul_apply, Function.comp_apply, (Finset.mem_filter.mp hi).2]

/-- For a three-state chain with weights 1, 2, 1 the largest relaxation eigenvalue is 1/2,
and merging the last two states gives a coarse matrix with relaxation eigenvalue 1/3. -/
theorem three_state_witness :
    let p : Fin 3 → ℝ := ![1, 2, 1]
    let T : Matrix (Fin 3) (Fin 3) ℝ := !![1/2, 1/2, 0; 1/4, 1/2, 1/4; 0, 1/2, 1/2]
    let b : Fin 3 → Fin 2 := ![0, 1, 1]
    Reversible p T ∧ Function.Surjective b ∧
      IsGreatest {μ | RelaxationEigenvalue p T μ} (1/2) ∧
      RelaxationEigenvalue (blockWeight p b) (coarse p T b) (1/3) := by
  intro p T b
  refine ⟨⟨?_, ?_, ?_⟩, ?_, ⟨?_, ?_⟩, ?_⟩
  · intro i; fin_cases i <;> simp [p]
  · intro i; fin_cases i <;> simp [T, Fin.sum_univ_three] <;> norm_num
  · intro i j; fin_cases i <;> fin_cases j <;> simp [p, T] <;> norm_num
  · intro I
    fin_cases I
    exacts [⟨0, rfl⟩, ⟨1, rfl⟩]
  · refine ⟨![1, 0, -1], fun h => by simpa using congrFun h 0, ?_, ?_⟩
    · simp [p, Fin.sum_univ_three]
    · ext i; fin_cases i <;> simp [T, Matrix.mulVec, dotProduct, Fin.sum_univ_three]
  · rintro μ ⟨f, hf, hm, hE⟩
    by_contra hlt
    have hμ : 1/2 < μ := not_le.mp hlt
    have hm' : f 0 + 2 * f 1 + f 2 = 0 := by simpa [p, Fin.sum_univ_three] using hm
    have e0 : 1/2 * f 0 + 1/2 * f 1 = μ * f 0 := by
      simpa [T, Matrix.mulVec, dotProduct, Fin.sum_univ_three] using congrFun hE 0
    have e1 : 1/4 * f 0 + 1/2 * f 1 + 1/4 * f 2 = μ * f 1 := by
      simpa [T, Matrix.mulVec, dotProduct, Fin.sum_univ_three] using congrFun hE 1
    have e2 : 1/2 * f 1 + 1/2 * f 2 = μ * f 2 := by
      simpa [T, Matrix.mulVec, dotProduct, Fin.sum_univ_three] using congrFun hE 2
    have h1 : f 1 = 0 :=
      (mul_eq_zero.mp (show μ * f 1 = 0 by linarith)).resolve_left (by linarith)
    have h0 : f 0 = 0 := (mul_eq_zero.mp (show (μ - 1/2) * f 0 = 0 by
      linear_combination (1/2) * h1 - e0)).resolve_left (by linarith)
    have h2 : f 2 = 0 := by linarith
    apply hf
    ext i
    fin_cases i
    exacts [h0, h1, h2]
  · refine ⟨![3, -1], fun h => by simpa using congrFun h 0, ?_, ?_⟩
    · simp [p, b, blockWeight, Finset.sum_filter, Fin.sum_univ_three, Fin.sum_univ_two]
      try norm_num
    · ext I
      fin_cases I <;> simp [p, T, b, coarse, blockFlux, blockWeight, Finset.sum_filter,
        Matrix.mulVec, dotProduct, Fin.sum_univ_three, Fin.sum_univ_two] <;> norm_num

end

end CoarseMarkovSpectrum
```

```lean
#print axioms CoarseMarkovSpectrum.coarse_eigenvalue_le
#print axioms CoarseMarkovSpectrum.coarse_eigenvalue_of_lift
```

```
'CoarseMarkovSpectrum.coarse_eigenvalue_le' depends on axioms: [propext, Classical.choice, Quot.sound]
'CoarseMarkovSpectrum.coarse_eigenvalue_of_lift' depends on axioms: [propext, Classical.choice, Quot.sound]
```

## How the proof follows the derivation

`corr_mulVec_comm` exchanges the two sums and applies detailed balance term by term. `eigen_of_saturation` is the residual argument: `hexp` expands the correlation in $t$, and `hle` and `heq` produce the contradiction. `rayleigh_le` obtains the maximiser from `exists_isMaxOn`, shows that it is an eigenvector, and compares its eigenvalue with `l2`. The sphere there uses Lean's default maximum norm, which is harmless because the quotient ignores scale.

`sum_block` transfers means and norms between blocks and states, `coarse_mulVec` is the block average, and `corr_coarse` equates the one-step correlations. The main theorem inserts the lifted eigenvector into `rayleigh_le` and cancels its positive squared norm.

`three_state_witness` shows that the inequality can be strict. Its weights $1,2,1$ normalise to $\tfrac14,\tfrac12,\tfrac14$, and $\lambda_2=\tfrac12$. Merging the last two states gives block probabilities $\tfrac14,\tfrac34$ and the relaxation eigenvalue $\tfrac13$, with eigenvector $(3,-1)$, or $(\sqrt3,-1/\sqrt3)$ at unit variance.

## Consequence for relaxation times

For a Markov state model built from the exact equilibrium fluxes of a finite reversible chain at lag time $\tau$, a coarse eigenvalue $0<\mu<1$ gives the relaxation time $-\tau/\ln\mu$. When $\lambda_2<1$, this time is at most $-\tau/\ln\lambda_2$. Matrices estimated from finite trajectories also carry sampling error, which can push an estimate above the true bound.
